# Reversing the sign of a real phase conjugates its phase factor

For a real number x, the lemma states that e^(−2ix) is the complex conjugate of e^(2ix). In physical terms, reversing the sign of the dynamical phase conjugates the phase factor. The phase enters only as an arbitrary real number, with no Hamiltonian, state or time evolution in the statement. The attempt moves the conjugation inside the exponential with `Complex.exp_conj`, reduces the claim to an equality of exponents with `congr 1`, and leaves that equality to `simp`.

As first written in Lean, the proof fails:

```lean
import Mathlib

open ComplexConjugate

namespace PairCreationKinetics

noncomputable section

/-- Reversing the sign of the dynamical phase conjugates the phase factor. -/
theorem phase_neg (x : ℝ) : Complex.exp (-(2 * (x : ℂ) * Complex.I)) =
    conj (Complex.exp (2 * (x : ℂ) * Complex.I)) := by
  rw [← Complex.exp_conj]
  congr 1
  simp

end

end PairCreationKinetics
```

Lean reports:

```
Main.lean:11:52: error: unsolved goals
x : ℝ
⊢ 2 = (starRingEnd ℂ) 2 ∨ x = 0
```

Diagnosis. The message says that the proof ended with a goal still open: either 2 equals its own conjugate, written `(starRingEnd ℂ) 2`, or x = 0. The first alternative is true, since 2 is real, but `simp` did not reduce the conjugate of the numeral to 2. It had cancelled the common factors from the two exponents, which is why the remainder is a disjunction with x = 0 as the other case.

The repair replaces the general `simp` with a `simp only` that names the facts needed. `map_mul` distributes conjugation over the product, `map_ofNat` gives the missing step that conjugation fixes 2, `Complex.conj_ofReal` does the same for x, and `Complex.conj_I` turns i into −i. What remains is −(2xi) = 2x(−i), an identity of ring arithmetic, which the added `ring` proves.

Lean accepts the file once it reads:

```diff
@@ -12,5 +12,6 @@
   rw [← Complex.exp_conj]
   congr 1
-  simp
+  simp only [map_mul, map_ofNat, Complex.conj_ofReal, Complex.conj_I]
+  ring
 
 end
```
